# Spin splitting in a square-lattice model of a d-wave altermagnet vanishes exactly where cos kx = cos ky

A collinear magnet with two sublattices of equal and opposite moments has no net magnetisation. If spin–orbit coupling is neglected, the bands of a conventional antiferromagnet of this kind are spin-degenerate. In a two-dimensional altermagnet they are split, but the splitting changes sign across the Brillouin zone and therefore vanishes on certain lines. A band structure is usually drawn along a few straight segments between high-symmetry points. If such a segment lies on one of those lines, the plot shows degenerate bands although the magnet is an altermagnet. For a simple square-lattice model, the question of which segments are affected has an exact answer.

## Two sublattices with opposite anisotropy

Let the Pauli matrices \(\sigma_x\) and \(\sigma_z\) act on the two sublattices, and let \(s=\pm1\) label the spin along the axis of the moments. Momenta are measured in units of the inverse lattice constant. The Hamiltonian of spin \(s\) is

\[
H_s(k)=h\,\sigma_x+g_s\,\sigma_z,
\]

\[
h=4t\cos\tfrac{k_x}{2}\cos\tfrac{k_y}{2},\qquad g_s=2d(\cos k_x-\cos k_y)+sJ .
\]

Here \(t\) is the hopping between the sublattices. The constant \(d\) describes hopping within a sublattice that has opposite signs along \(x\) and \(y\), with the signs reversed on the other sublattice; it stands for the different crystal surroundings of the two magnetic sites. The constant \(J\) is the exchange field of the antiparallel moments, which an electron of given spin feels with opposite signs on the two sublattices.

## The condition for equal spectra

For \(d\neq0\), \(J\neq0\) and any real \(t\), the spectra of \(H_1(k)\) and \(H_{-1}(k)\) coincide if and only if \(\cos k_x=\cos k_y\). This is the theorem `spectra_coincide_iff`.

In Lean, `hamiltonian t d J s kx ky` is a real 2×2 matrix, `hopping` is \(h\) and `staggered` is \(g_s\). The levels are the elements of `spectrum ℝ`, the set of real numbers \(E\) for which \(E-H_s\) is not invertible. The matrix is real and symmetric, so no level is lost by working over the reals. A set doesn't record multiplicities, but this loses nothing here either: the trace is zero, so the levels are \(\pm\varepsilon\), and the set determines \(\varepsilon\). The spin label `s` may be any real number in the definitions, and the comparisons insert `1` and `-1`.

Further theorems describe the set of unsplit momenta and the usual path:

- `nodal_lines` solves the condition: \(k_y=2\pi n+k_x\) or \(k_y=2\pi n-k_x\) for some integer \(n\).
- `gamma_M_unsplit` gives equal spectra at every point \((q,q)\), for all real \(t,d,J\).
- `gamma_X_split` gives different spectra at \((q,0)\) for \(0<q\le\pi\), and `X_M_split` does so at \((\pi,q)\) for \(0\le q<\pi\), both for nonzero \(d\) and \(J\).
- `splitting_sign` says which spin has the higher upper band.

For this non-interacting model with two bands for each spin, a plot restricted to Γ–M therefore can't distinguish the altermagnet from a spin-degenerate antiferromagnet, while Γ–X or X–M can. The model has no spin–orbit coupling, its exchange field is prescribed and not found self-consistently, and a spin-independent term proportional to the identity matrix is left out.

## Levels from a 2×2 determinant

Written out, the matrix has diagonal entries \(g_s,-g_s\) and off-diagonal entries \(h\). Hence

\[
\det(E-H_s)=(E-g_s)(E+g_s)-h^2=E^2-(h^2+g_s^2),
\]

and \(E\) is a level exactly when \(E^2=h^2+g_s^2\). The levels are \(\pm\varepsilon_s\) with \(\varepsilon_s=\sqrt{h^2+g_s^2}\).

Two such spectra are equal exactly when \(\varepsilon_1=\varepsilon_{-1}\), and since both energies are non-negative, exactly when their squares agree. The hopping drops out of the difference. With \(a=2d(\cos k_x-\cos k_y)\),

\[
\varepsilon_1^2-\varepsilon_{-1}^2=(a+J)^2-(a-J)^2=4aJ=8dJ(\cos k_x-\cos k_y).
\]

For nonzero \(d\) and \(J\) this vanishes exactly when \(\cos k_x=\cos k_y\). Because the square root is strictly increasing, the same formula gives the sign: \(\varepsilon_1>\varepsilon_{-1}\) exactly when \(dJ(\cos k_x-\cos k_y)>0\). Exchanging \(k_x\) and \(k_y\) reverses this sign. For nonzero \(d\) and \(J\), the sign changes four times along a small circle around \(k=0\), which is the d-wave pattern.

## The diagonals and the path Γ–X–M

The identity

\[
\cos k_x-\cos k_y=-2\sin\frac{k_x+k_y}{2}\,\sin\frac{k_x-k_y}{2}
\]

shows that the cosines agree exactly when \(k_x+k_y\) or \(k_x-k_y\) is a multiple of \(2\pi\). These are the two diagonals and their translates.

The segment from \(\Gamma=(0,0)\) to \(M=(\pi,\pi)\) lies on a diagonal, so it is unsplit throughout. From \(\Gamma\) to \(X=(\pi,0)\) the momentum is \((q,0)\), and \(\cos q<1=\cos 0\) for \(0<q\le\pi\). From \(X\) to \(M\) it is \((\pi,q)\), and \(\cos\pi=-1<\cos q\) for \(0\le q<\pi\). Both segments are split except at \(\Gamma\) and at \(M\).

As an example, take \(d=J=1\) at \(X\). The hopping vanishes there, \(g_1=-3\) and \(g_{-1}=-5\), so the upper bands lie at 3 and 5. The difference of squares is \(9-25=-16\), in agreement with \(8(\cos\pi-\cos0)\).

## A quarter turn exchanges the spins

Exchanging the sublattices means conjugating with \(\sigma_x\). This leaves \(\sigma_x\) unchanged and turns \(\sigma_z\) into \(-\sigma_z\). Rotating the momentum from \((k_x,k_y)\) to \((-k_y,k_x)\) leaves \(h\) unchanged, and

\[
g_{-s}(-k_y,k_x)=2d(\cos k_y-\cos k_x)-sJ=-g_s(k_x,k_y).
\]

Together these give

\[
\sigma_xH_s(k_x,k_y)\sigma_x=H_{-s}(-k_y,k_x),
\]

which is `rotation_spin_flip`. Since \(\sigma_x\) is its own inverse, the two sides have the same levels as \(H_s(k_x,k_y)\). On the diagonal the rotated point is \((-q,q)\), and \(H_{-s}\) is even in \(k_x\), so the levels of spin \(-s\) there are those at \((q,q)\). The quarter-turn symmetry and this evenness together account for the degeneracy along Γ–M.

## An antiferromagnet without anisotropy

Suppose that \(d=0\) is allowed, and take \(J=1\) at the point \(X\). The hopping vanishes for every \(t\), so \(H_1=\sigma_z\) and \(H_{-1}=-\sigma_z\). Both have the spectrum \(\{1,-1\}\), although \(\cos\pi\neq\cos0\). Equal spectra then no longer imply equal cosines, and the splitting at \(X\) is lost. The converse needs neither hypothesis: equal cosines give equal spectra for all \(d\) and \(J\).

## The complete Lean file

```lean
import Mathlib

open scoped Real

namespace AltermagneticBandPaths

noncomputable section

/-- The Pauli matrix `σx`, which exchanges the two sublattices. -/
def pauliX : Matrix (Fin 2) (Fin 2) ℝ := !![0, 1; 1, 0]

/-- The Pauli matrix `σz`, which distinguishes the two sublattices. -/
def pauliZ : Matrix (Fin 2) (Fin 2) ℝ := !![1, 0; 0, -1]

/-- The hopping amplitude between the sublattices, `4t cos(kx/2) cos(ky/2)`. -/
def hopping (t kx ky : ℝ) : ℝ := 4 * t * Real.cos (kx / 2) * Real.cos (ky / 2)

/-- The sublattice-odd term for spin `s`: the anisotropic hopping `2d(cos kx - cos ky)`
plus the exchange field `sJ`. -/
def staggered (d J s kx ky : ℝ) : ℝ := 2 * d * (Real.cos kx - Real.cos ky) + s * J

/-- The Bloch Hamiltonian of spin `s` at momentum `(kx, ky)`. -/
def hamiltonian (t d J s kx ky : ℝ) : Matrix (Fin 2) (Fin 2) ℝ :=
  hopping t kx ky • pauliX + staggered d J s kx ky • pauliZ

/-- The energy of the upper band of spin `s`. -/
def bandEnergy (t d J s kx ky : ℝ) : ℝ :=
  Real.sqrt (hopping t kx ky ^ 2 + staggered d J s kx ky ^ 2)

/-- A real number `E` is an energy level exactly when its square is the sum of the squares
of the hopping and the staggered term. -/
theorem mem_spectrum_iff (t d J s kx ky E : ℝ) :
    E ∈ spectrum ℝ (hamiltonian t d J s kx ky) ↔
      E ^ 2 = hopping t kx ky ^ 2 + staggered d J s kx ky ^ 2 := by
  -- the characteristic polynomial of a traceless two-level Hamiltonian
  have hdet : (algebraMap ℝ (Matrix (Fin 2) (Fin 2) ℝ) E - hamiltonian t d J s kx ky).det
      = E ^ 2 - (hopping t kx ky ^ 2 + staggered d J s kx ky ^ 2) := by
    rw [Matrix.det_fin_two]
    simp [hamiltonian, pauliX, pauliZ, Matrix.algebraMap_matrix_apply]
    ring
  rw [spectrum.mem_iff, Matrix.isUnit_iff_isUnit_det, isUnit_iff_ne_zero, not_not, hdet,
    sub_eq_zero]

/-- The spectrum for each spin consists of the upper band energy and its negative. -/
theorem spectrum_eq (t d J s kx ky : ℝ) :
    spectrum ℝ (hamiltonian t d J s kx ky) =
      {bandEnergy t d J s kx ky, -bandEnergy t d J s kx ky} := by
  have h : bandEnergy t d J s kx ky ^ 2 =
      hopping t kx ky ^ 2 + staggered d J s kx ky ^ 2 := Real.sq_sqrt (by positivity)
  ext E
  rw [mem_spectrum_iff, ← h]
  simp only [Set.mem_insert_iff, Set.mem_singleton_iff]
  exact sq_eq_sq_iff_eq_or_eq_neg

/-- Exchanging the sublattices turns the Hamiltonian of spin `s` into that of spin `-s` at the
momentum rotated by 90 degrees. -/
theorem rotation_spin_flip (t d J s kx ky : ℝ) :
    pauliX * hamiltonian t d J s kx ky * pauliX = hamiltonian t d J (-s) (-ky) kx := by
  have h1 : hopping t (-ky) kx = hopping t kx ky := by
    unfold hopping
    rw [neg_div, Real.cos_neg]
    ring
  have h2 : staggered d J (-s) (-ky) kx = -staggered d J s kx ky := by
    unfold staggered
    rw [Real.cos_neg]
    ring
  unfold hamiltonian
  rw [h1, h2]
  ext i j
  fin_cases i <;> fin_cases j <;>
    simp [pauliX, pauliZ, Matrix.mul_apply, Fin.sum_univ_succ]

/-- The upper band of spin `+1` lies above that of spin `-1` exactly when
`dJ(cos kx - cos ky)` is positive. -/
theorem splitting_sign (t d J kx ky : ℝ) :
    bandEnergy t d J (-1) kx ky < bandEnergy t d J 1 kx ky ↔
      0 < d * J * (Real.cos kx - Real.cos ky) := by
  unfold bandEnergy
  rw [Real.sqrt_lt_sqrt_iff (by positivity)]
  unfold staggered
  constructor <;> intro h <;> nlinarith

/-- For nonzero `d` and `J`, the two spins have the same spectrum at `(kx, ky)` exactly when
`cos kx = cos ky`. -/
theorem spectra_coincide_iff (t : ℝ) {d J : ℝ} (hd : d ≠ 0) (hJ : J ≠ 0) (kx ky : ℝ) :
    spectrum ℝ (hamiltonian t d J 1 kx ky) = spectrum ℝ (hamiltonian t d J (-1) kx ky) ↔
      Real.cos kx = Real.cos ky := by
  constructor
  · intro h
    -- the upper level of spin +1 is also a level of spin -1
    have m1 : bandEnergy t d J 1 kx ky ∈ spectrum ℝ (hamiltonian t d J 1 kx ky) := by
      rw [spectrum_eq]
      exact Set.mem_insert _ _
    have m2 := m1
    rw [h] at m2
    rw [mem_spectrum_iff] at m1 m2
    unfold staggered at m1 m2
    -- the squared energies differ by 8dJ(cos kx - cos ky)
    have h0 : d * J * (Real.cos kx - Real.cos ky) = 0 := by
      linear_combination (m2 - m1) / 8
    exact sub_eq_zero.mp ((mul_eq_zero.mp h0).resolve_left (mul_ne_zero hd hJ))
  · intro h
    have e : staggered d J 1 kx ky ^ 2 = staggered d J (-1) kx ky ^ 2 := by
      unfold staggered
      rw [h]
      ring
    ext E
    rw [mem_spectrum_iff, mem_spectrum_iff, e]

/-- For nonzero `d` and `J`, the momenta without spin splitting are those on the diagonals
`ky = kx` and `ky = -kx`, up to shifts of `ky` by multiples of `2π`. -/
theorem nodal_lines (t : ℝ) {d J : ℝ} (hd : d ≠ 0) (hJ : J ≠ 0) (kx ky : ℝ) :
    spectrum ℝ (hamiltonian t d J 1 kx ky) = spectrum ℝ (hamiltonian t d J (-1) kx ky) ↔
      ∃ n : ℤ, ky = 2 * n * π + kx ∨ ky = 2 * n * π - kx := by
  rw [spectra_coincide_iff t hd hJ, Real.cos_eq_cos_iff]

/-- At every point `(q, q)` of the line through `Γ = (0, 0)` and `M = (π, π)` the two spins
have the same spectrum. -/
theorem gamma_M_unsplit (t d J q : ℝ) :
    spectrum ℝ (hamiltonian t d J 1 q q) = spectrum ℝ (hamiltonian t d J (-1) q q) := by
  have e : staggered d J 1 q q ^ 2 = staggered d J (-1) q q ^ 2 := by
    unfold staggered
    ring
  ext E
  rw [mem_spectrum_iff, mem_spectrum_iff, e]

/-- For nonzero `d` and `J`, the spectra of the two spins differ everywhere on the segment from
`Γ = (0, 0)` to `X = (π, 0)` with the endpoint `Γ` left out. -/
theorem gamma_X_split (t : ℝ) {d J q : ℝ} (hd : d ≠ 0) (hJ : J ≠ 0)
    (h0 : 0 < q) (hq : q ≤ π) :
    spectrum ℝ (hamiltonian t d J 1 q 0) ≠ spectrum ℝ (hamiltonian t d J (-1) q 0) := by
  rw [Ne, spectra_coincide_iff t hd hJ]
  exact ne_of_lt (Real.cos_lt_cos_of_nonneg_of_le_pi le_rfl hq h0)

/-- For nonzero `d` and `J`, the spectra of the two spins differ everywhere on the segment from
`X = (π, 0)` to `M = (π, π)` with the endpoint `M` left out. -/
theorem X_M_split (t : ℝ) {d J q : ℝ} (hd : d ≠ 0) (hJ : J ≠ 0)
    (h0 : 0 ≤ q) (hq : q < π) :
    spectrum ℝ (hamiltonian t d J 1 π q) ≠ spectrum ℝ (hamiltonian t d J (-1) π q) := by
  rw [Ne, spectra_coincide_iff t hd hJ]
  exact ne_of_lt (Real.cos_lt_cos_of_nonneg_of_le_pi h0 le_rfl hq)

end

end AltermagneticBandPaths
```

```lean
#print axioms AltermagneticBandPaths.splitting_sign
#print axioms AltermagneticBandPaths.nodal_lines
#print axioms AltermagneticBandPaths.gamma_X_split
#print axioms AltermagneticBandPaths.X_M_split
```

```
'AltermagneticBandPaths.splitting_sign' depends on axioms: [propext, Classical.choice, Quot.sound]
'AltermagneticBandPaths.nodal_lines' depends on axioms: [propext, Classical.choice, Quot.sound]
'AltermagneticBandPaths.gamma_X_split' depends on axioms: [propext, Classical.choice, Quot.sound]
'AltermagneticBandPaths.X_M_split' depends on axioms: [propext, Classical.choice, Quot.sound]
```

## Non-invertibility becomes a polynomial equation

The device that carries the argument is the chain of rewrites at the end of `mem_spectrum_iff`. Mathlib defines the spectrum for elements of any algebra, without eigenvectors or characteristic polynomials. `spectrum.mem_iff` unfolds membership: \(E\) belongs to the spectrum when `algebraMap ℝ (Matrix (Fin 2) (Fin 2) ℝ) E` minus the Hamiltonian is not a unit, that is, not invertible. The `algebraMap` turns the number \(E\) into \(E\) times the identity matrix.

`Matrix.isUnit_iff_isUnit_det` then replaces invertibility of the matrix by invertibility of its determinant. The determinant is a real number, so `isUnit_iff_ne_zero` says that it is invertible exactly when it is nonzero. The two negations cancel by `not_not`, which leaves the statement that the determinant vanishes. The auxiliary equation `hdet` supplies its value, \(E^2-(h^2+g_s^2)\), computed with `Matrix.det_fin_two` and `ring`.

After this lemma, every comparison of spectra is a comparison of real numbers, and no eigenvector is ever constructed.

## From the levels to the band path

`spectrum_eq` combines the criterion with `Real.sq_sqrt`, which says that the square of `bandEnergy` is \(h^2+g_s^2\). The equation \(E^2=\varepsilon_s^2\) then splits into \(E=\varepsilon_s\) or \(E=-\varepsilon_s\).

The forward direction of `spectra_coincide_iff` is slightly more economical than the derivation above. It takes only the upper level of spin \(+1\), which belongs to its own spectrum by `spectrum_eq` and, by the assumed equality, also to that of spin \(-1\). The criterion turns the two memberships `m1` and `m2` into two expressions for the same \(\varepsilon_1^2\). The step `linear_combination (m2 - m1) / 8` subtracts them, which cancels the hopping and leaves \(dJ(\cos k_x-\cos k_y)=0\). Since \(dJ\neq0\), the last factor vanishes. In the other direction, equal cosines make the two values of \(g_s\) equal to \(J\) and \(-J\), whose squares agree, so the criterion for a level is the same for both spins.

`splitting_sign` removes the square roots with `Real.sqrt_lt_sqrt_iff`, and `nlinarith` handles the remaining inequality between squares. In `rotation_spin_flip`, the equations `h1` and `h2` record how \(h\) and \(g_s\) change under the rotation, after which the matrix identity is checked entry by entry.

`nodal_lines` follows from the main equivalence and `Real.cos_eq_cos_iff`, which takes the place of the product formula for the cosines. `gamma_M_unsplit` compares the squares of the staggered terms directly instead of citing the main equivalence, and so it also holds for vanishing \(d\) or \(J\). The two splitting theorems do use the equivalence, and they obtain the strict inequality between the cosines from `Real.cos_lt_cos_of_nonneg_of_le_pi`, the fact that the cosine strictly decreases on \([0,\pi]\).
